# Linear variational counterpoise terms are non-negative, but a second-order term can be negative

A counterpoise correction recomputes each fragment at fixed geometry with the partner's basis functions present as ghosts, then subtracts this energy from the one in the fragment's own basis. If both energies are exact minima over nested, finite-dimensional linear spaces, as in full configuration interaction, the difference cannot be negative.

For a Hamiltonian $H$ and nonzero $U\subseteq W$, let

$$E(U)=\inf_{0\ne x\in U}R(x),\qquad R(x)=\frac{\mathrm{Re}\langle x,Hx\rangle}{\|x\|^2}.$$

Then $\delta=E(U)-E(W)\ge 0$.

## A sign check for fragment energies

For linear variational energies, a code can flag $\delta<0$ beyond numerical error as a sign of incomplete convergence or of spaces that are not nested, for instance after near-dependent functions were discarded. The same check must not be applied to a second-order energy, nor to a total energy that includes one.

## From nested spaces to the sign

Since $R(cx)=R(x)$ for $c\ne0$, it suffices to minimise over the unit sphere of $U$. The sphere is compact and $R$ is continuous, so a minimiser exists. It also lies in $W$, hence $E(W)\le E(U)$.

With interaction energy $E_{\rm tot}-\sum_i E_i$, replacing each $E_i(U_i)$ by $E_i(W_i)$ adds $\sum_i\delta_i\ge0$.

For symmetric $H$, let $u$ minimise $R$ on $U$, with $e=E(U)$. If some $w\in W$ has $\langle w,(H-e)u\rangle\ne0$, then $\delta>0$. Suppose instead that $\delta=0$. Then $A=H-e$ has $q(x)=\mathrm{Re}\langle x,Ax\rangle\ge0$ on $W$, and $q(u)=0$. Put $v=\langle w,Au\rangle w$, so that $a=\langle v,Au\rangle=|\langle w,Au\rangle|^2>0$. Symmetry gives

$$q(u-tv)=-2ta+t^2q(v).$$

At $t=a/(q(v)+1)$ this equals $-ta-t^2<0$, a contradiction.

## Second order on two and three vectors

Number components from 0. The model has $H_0x=(x_2,x_1,x_0)$ and $Vx=(x_1,x_0,0)$; the small basis keeps components 0 and 1. From here on, $E_k$ and $\psi_k$ are the terms of order $k$ in $g$ of the energy and state of $H_0+gV$, and $\psi_{k,i}$ is component $i$ of $\psi_k$. The perturbation equations are

$$\begin{aligned}
H_0\psi_0&=E_0\psi_0,\\
H_0\psi_1+V\psi_0&=E_0\psi_1+E_1\psi_0,\\
H_0\psi_2+V\psi_1&=E_0\psi_2+E_1\psi_1+E_2\psi_0.
\end{aligned}$$

**Two vectors.** The ground state is $\psi_0=(1,0)$ with $E_0=0$. First order gives $E_1=0$ and $\psi_{1,1}=-1$. Component 0 at second order gives $E_2=\psi_{1,1}=-1$.

**Three vectors.** Here $E_0=-1$. Take $\psi_0=(1,0,-1)$, left unnormalised; its scale does not affect $E_2$. At first order, components 0 and 2 give $E_1=0$, and component 1 gives $\psi_{1,1}=-\tfrac12$. At second order, components 0 and 2 read

$$\psi_{2,2}+\psi_{2,0}=E_2+\tfrac12,\qquad \psi_{2,0}+\psi_{2,2}=-E_2,$$

so $E_2=-\tfrac14$.

The second-order difference is $-1-(-\tfrac14)=-\tfrac34$. The variational term of $H_0$ itself is $0-(-1)=1$, so the sum through second order still falls, from $-1$ to $-\tfrac54$. This is not guaranteed either: with $2V$ in place of $V$ the second-order energies are four times as large, and the sum rises from $-4$ to $-2$.

In Lean 4 with Mathlib:

```lean
import Mathlib

open Matrix

namespace BasisSetSuperposition

noncomputable section

variable {𝕜 E : Type*} [RCLike 𝕜] [NormedAddCommGroup E] [InnerProductSpace 𝕜 E]

/-- The Rayleigh quotient `Re ⟨x, H x⟩ / ‖x‖²`. -/
def rayleigh (H : E →ₗ[𝕜] E) (x : E) : ℝ :=
  RCLike.re (inner 𝕜 x (H x)) / ‖x‖ ^ 2

/-- The values of the Rayleigh quotient on the nonzero vectors of the basis space `U`. -/
def rayleighSet (H : E →ₗ[𝕜] E) (U : Submodule 𝕜 E) : Set ℝ :=
  {r | ∃ x ∈ U, x ≠ 0 ∧ rayleigh H x = r}

/-- The variational energy of `H` in the basis space `U`: the infimum of the Rayleigh
quotient over nonzero vectors of `U`. -/
def basisEnergy (H : E →ₗ[𝕜] E) (U : Submodule 𝕜 E) : ℝ :=
  sInf (rayleighSet H U)

/-- The counterpoise term of a fragment: its energy in its own basis space `U` minus its
energy in the ghost-augmented basis space `W`. -/
def counterpoiseTerm (H : E →ₗ[𝕜] E) (U W : Submodule 𝕜 E) : ℝ :=
  basisEnergy H U - basisEnergy H W

/-- The interaction energy: the energy `Etot` of the complex minus the variational energies
of the fragments `H i` in the basis spaces `B i`. -/
def interactionEnergy {ι : Type*} [Fintype ι] {F : ι → Type*}
    [∀ i, NormedAddCommGroup (F i)] [∀ i, InnerProductSpace 𝕜 (F i)]
    (Etot : ℝ) (H : ∀ i, F i →ₗ[𝕜] F i) (B : ∀ i, Submodule 𝕜 (F i)) : ℝ :=
  Etot - ∑ i, basisEnergy (H i) (B i)

/-- The Rayleigh quotient is unchanged by rescaling the vector with a nonzero scalar. -/
theorem rayleigh_smul (H : E →ₗ[𝕜] E) {c : 𝕜} (hc : c ≠ 0) (x : E) :
    rayleigh H (c • x) = rayleigh H x := by
  unfold rayleigh
  rw [map_smul, inner_smul_left, inner_smul_right, ← mul_assoc, RCLike.conj_mul, norm_smul,
    mul_pow, ← RCLike.ofReal_pow, RCLike.re_ofReal_mul]
  exact mul_div_mul_left _ _ (pow_ne_zero 2 (norm_ne_zero_iff.mpr hc))

/-- In a nonzero finite-dimensional basis space the variational energy is attained and is
the least value of the Rayleigh quotient. -/
theorem isLeast_basisEnergy (H : E →ₗ[𝕜] E) (U : Submodule 𝕜 E) [FiniteDimensional 𝕜 U]
    (hU : U ≠ ⊥) : IsLeast (rayleighSet H U) (basisEnergy H U) := by
  obtain ⟨u, huU, hu0⟩ := Submodule.exists_mem_ne_zero_of_ne_bot hU
  have : ProperSpace U := FiniteDimensional.proper_rclike 𝕜 U
  have hT : Continuous (fun x : U => H (x : E)) :=
    LinearMap.continuous_of_finiteDimensional (H ∘ₗ U.subtype)
  have h1 : Continuous (fun x : U => inner 𝕜 (x : E) (H (x : E))) :=
    Continuous.inner continuous_subtype_val hT
  have hg : Continuous (fun x : U => RCLike.re (inner 𝕜 (x : E) (H (x : E)))) :=
    RCLike.continuous_re.comp h1
  have hn : ∀ y : E, y ≠ 0 → ‖((‖y‖⁻¹ : ℝ) : 𝕜) • y‖ = 1 := by
    intro y hy
    rw [norm_smul, RCLike.norm_ofReal, abs_inv, abs_norm]
    exact inv_mul_cancel₀ (norm_ne_zero_iff.mpr hy)
  have hne : (Metric.sphere (0 : U) 1).Nonempty :=
    ⟨⟨((‖u‖⁻¹ : ℝ) : 𝕜) • u, U.smul_mem _ huU⟩, mem_sphere_zero_iff_norm.mpr (hn u hu0)⟩
  -- the expectation value has a minimum on the compact unit sphere of `U`
  obtain ⟨m, hm, hmin⟩ := (isCompact_sphere (0 : U) 1).exists_isMinOn hne hg.continuousOn
  have hm1 : ‖(m : E)‖ = 1 := mem_sphere_zero_iff_norm.mp hm
  have hm0 : (m : E) ≠ 0 := by
    intro h
    rw [h, norm_zero] at hm1
    exact zero_ne_one hm1
  have hleast : IsLeast (rayleighSet H U) (rayleigh H (m : E)) := by
    constructor
    · exact ⟨m, m.2, hm0, rfl⟩
    · rintro r ⟨y, hy, hy0, rfl⟩
      -- normalise `y` and compare on the sphere
      have hc : ((‖y‖⁻¹ : ℝ) : 𝕜) ≠ 0 :=
        RCLike.ofReal_ne_zero.mpr (inv_ne_zero (norm_ne_zero_iff.mpr hy0))
      have h := isMinOn_iff.mp hmin ⟨((‖y‖⁻¹ : ℝ) : 𝕜) • y, U.smul_mem _ hy⟩
        (mem_sphere_zero_iff_norm.mpr (hn y hy0))
      rw [← rayleigh_smul H hc y]
      unfold rayleigh
      rw [hm1, hn y hy0, one_pow, div_one, div_one]
      exact h
  unfold basisEnergy
  rw [hleast.csInf_eq]
  exact hleast

/-- Enlarging a nonzero basis space `U` to a finite-dimensional `W` does not raise the
variational energy. -/
theorem basisEnergy_antitone (H : E →ₗ[𝕜] E) {U W : Submodule 𝕜 E} [FiniteDimensional 𝕜 W]
    (hU : U ≠ ⊥) (hUW : U ≤ W) : basisEnergy H W ≤ basisEnergy H U := by
  have : FiniteDimensional 𝕜 U := Submodule.finiteDimensional_of_le hUW
  have hW : W ≠ ⊥ := ne_bot_of_le_ne_bot hU hUW
  -- the minimiser in `U` is a trial vector in `W`
  obtain ⟨x, hx, hx0, hxe⟩ := (isLeast_basisEnergy H U hU).1
  exact (isLeast_basisEnergy H W hW).2 ⟨x, hUW hx, hx0, hxe⟩

/-- For a nonzero basis space `U` inside a finite-dimensional `W`, the variational counterpoise term
is non-negative. -/
theorem counterpoiseTerm_nonneg (H : E →ₗ[𝕜] E) {U W : Submodule 𝕜 E}
    [FiniteDimensional 𝕜 W] (hU : U ≠ ⊥) (hUW : U ≤ W) : 0 ≤ counterpoiseTerm H U W :=
  sub_nonneg.mpr (basisEnergy_antitone H hU hUW)

/-- For finitely many fragments, each with a nonzero `U i` inside a finite-dimensional `W i`, the
counterpoise-corrected interaction energy minus the uncorrected one is the sum of the counterpoise
terms, and the corrected one is not lower. -/
theorem interactionEnergy_le_corrected {ι : Type*} [Fintype ι] {F : ι → Type*}
    [∀ i, NormedAddCommGroup (F i)] [∀ i, InnerProductSpace 𝕜 (F i)]
    (Etot : ℝ) (H : ∀ i, F i →ₗ[𝕜] F i) (U W : ∀ i, Submodule 𝕜 (F i))
    [∀ i, FiniteDimensional 𝕜 (W i)] (hU : ∀ i, U i ≠ ⊥) (hUW : ∀ i, U i ≤ W i) :
    interactionEnergy Etot H W - interactionEnergy Etot H U
        = ∑ i, counterpoiseTerm (H i) (U i) (W i) ∧
      interactionEnergy Etot H U ≤ interactionEnergy Etot H W := by
  have h : interactionEnergy Etot H W - interactionEnergy Etot H U
      = ∑ i, counterpoiseTerm (H i) (U i) (W i) := by
    unfold interactionEnergy counterpoiseTerm
    rw [Finset.sum_sub_distrib]
    ring
  have hs : 0 ≤ ∑ i, counterpoiseTerm (H i) (U i) (W i) :=
    Finset.sum_nonneg fun i _ => counterpoiseTerm_nonneg (H i) (hU i) (hUW i)
  exact ⟨h, by linarith⟩

/-- If a symmetric `A` has non-negative expectation values on `W` and zero expectation value
at `u ∈ W`, then `A u` is orthogonal to every `w ∈ W`. -/
theorem inner_eq_zero_of_null {A : E →ₗ[𝕜] E} (hA : A.IsSymmetric) {W : Submodule 𝕜 E}
    (hpos : ∀ x ∈ W, 0 ≤ RCLike.re (inner 𝕜 x (A x))) {u w : E} (hu : u ∈ W)
    (hu0 : RCLike.re (inner 𝕜 u (A u)) = 0) (hw : w ∈ W) : inner 𝕜 w (A u) = 0 := by
  by_contra hc
  -- multiply `w` by a scalar so that the overlap is real and positive
  obtain ⟨v, hvW, a, hapos, ha⟩ :
      ∃ v ∈ W, ∃ a : ℝ, 0 < a ∧ inner 𝕜 v (A u) = (a : 𝕜) := by
    refine ⟨(inner 𝕜 w (A u)) • w, W.smul_mem _ hw, ‖inner 𝕜 w (A u)‖ ^ 2,
      pow_pos (norm_pos_iff.mpr hc) 2, ?_⟩
    rw [inner_smul_left, RCLike.conj_mul, RCLike.ofReal_pow]
  have hb : inner 𝕜 u (A v) = (a : 𝕜) := by
    rw [← hA u v, ← inner_conj_symm (A u) v, ha, RCLike.conj_ofReal]
  have hexp : ∀ t : ℝ, RCLike.re (inner 𝕜 (u - (t : 𝕜) • v) (A (u - (t : 𝕜) • v)))
      = -2 * (t * a) + t ^ 2 * RCLike.re (inner 𝕜 v (A v)) := by
    intro t
    simp only [map_sub, map_smul, inner_sub_left, inner_sub_right, inner_smul_left,
      inner_smul_right, RCLike.conj_ofReal, RCLike.re_ofReal_mul, ha, hb, RCLike.ofReal_re, hu0]
    ring
  have hq := hpos v hvW
  -- a small step along `-v` makes the expectation value negative
  obtain ⟨t, ht, hta⟩ : ∃ t : ℝ, 0 < t ∧ t * (RCLike.re (inner 𝕜 v (A v)) + 1) = a :=
    ⟨a / (RCLike.re (inner 𝕜 v (A v)) + 1), div_pos hapos (by linarith),
      div_mul_cancel₀ _ (by intro h; linarith)⟩
  have h := hpos _ (W.sub_mem hu (W.smul_mem (t : 𝕜) hvW))
  rw [hexp t] at h
  have he : t ^ 2 * RCLike.re (inner 𝕜 v (A v)) = t * a - t ^ 2 := by
    linear_combination t * hta
  nlinarith [mul_pos ht hapos, sq_nonneg t]

/-- For symmetric `H` and `U` inside a finite-dimensional `W`, if a nonzero `u` in `U` minimises the
Rayleigh quotient in `U` and its residual `H u - E u` overlaps some vector of `W`, the counterpoise
term is strictly positive. -/
theorem counterpoiseTerm_pos {H : E →ₗ[𝕜] E} (hH : H.IsSymmetric) {U W : Submodule 𝕜 E}
    [FiniteDimensional 𝕜 W] (hUW : U ≤ W) {u w : E} (huU : u ∈ U) (hu0 : u ≠ 0)
    (hmin : rayleigh H u = basisEnergy H U) (hw : w ∈ W)
    (hres : inner 𝕜 w (H u - ((basisEnergy H U : ℝ) : 𝕜) • u) ≠ 0) :
    0 < counterpoiseTerm H U W := by
  by_contra hnot
  have hle : basisEnergy H U ≤ basisEnergy H W := by
    unfold counterpoiseTerm at hnot
    linarith [not_lt.mp hnot]
  generalize basisEnergy H U = e at hmin hres hle
  have huW : u ∈ W := hUW huU
  have hW : W ≠ ⊥ := by
    intro h
    rw [h, Submodule.mem_bot] at huW
    exact hu0 huW
  -- the shifted operator `A = H - e`
  obtain ⟨A, hAx⟩ : ∃ A : E →ₗ[𝕜] E, ∀ x, A x = H x - (e : 𝕜) • x :=
    ⟨H - (e : 𝕜) • LinearMap.id, fun x => rfl⟩
  have hA : A.IsSymmetric := by
    intro x y
    rw [hAx x, hAx y]
    simp only [inner_sub_left, inner_sub_right, inner_smul_left, inner_smul_right,
      RCLike.conj_ofReal, hH x y]
  have hform : ∀ x, RCLike.re (inner 𝕜 x (A x))
      = RCLike.re (inner 𝕜 x (H x)) - e * ‖x‖ ^ 2 := by
    intro x
    rw [hAx, inner_sub_right, inner_smul_right, map_sub, RCLike.re_ofReal_mul,
      inner_self_eq_norm_sq]
  have hpos : ∀ x ∈ W, 0 ≤ RCLike.re (inner 𝕜 x (A x)) := by
    intro x hx
    by_cases hx0 : x = 0
    · simp [hx0]
    · have h : e ≤ rayleigh H x :=
        le_trans hle ((isLeast_basisEnergy H W hW).2 ⟨x, hx, hx0, rfl⟩)
      unfold rayleigh at h
      rw [le_div_iff₀ (pow_pos (norm_pos_iff.mpr hx0) 2)] at h
      rw [hform]
      linarith
  have hnull : RCLike.re (inner 𝕜 u (A u)) = 0 := by
    unfold rayleigh at hmin
    rw [div_eq_iff (pow_ne_zero 2 (norm_ne_zero_iff.mpr hu0))] at hmin
    rw [hform]
    linarith
  have h := inner_eq_zero_of_null hA hpos huW hnull hw
  rw [hAx] at h
  exact hres h

/-- `E2` is a second-order energy of `H0 + g V` starting from a ground state of `H0`: the
Rayleigh-Schrödinger equations of orders 0, 1, 2 are solvable with `ψ0 ≠ 0` and `E0` the lowest
level of `H0`. -/
def IsSecondOrderEnergy {n : Type*} [Fintype n] (H0 V : Matrix n n ℝ) (E2 : ℝ) : Prop :=
  ∃ (E0 E1 : ℝ) (ψ0 ψ1 ψ2 : n → ℝ), ψ0 ≠ 0 ∧
    (∀ x : n → ℝ, E0 * (x ⬝ᵥ x) ≤ x ⬝ᵥ (H0 *ᵥ x)) ∧
    H0 *ᵥ ψ0 = E0 • ψ0 ∧
    H0 *ᵥ ψ1 + V *ᵥ ψ0 = E0 • ψ1 + E1 • ψ0 ∧
    H0 *ᵥ ψ2 + V *ᵥ ψ1 = E0 • ψ2 + E1 • ψ1 + E2 • ψ0

/-- The model unperturbed Hamiltonian on three orthonormal vectors. -/
def modelH0 : Matrix (Fin 3) (Fin 3) ℝ := !![0, 0, 1; 0, 1, 0; 1, 0, 0]

/-- The model perturbation, coupling the first and second vector with strength 1. -/
def modelV : Matrix (Fin 3) (Fin 3) ℝ := !![0, 1, 0; 1, 0, 0; 0, 0, 0]

/-- The block of a three-vector operator on the first two basis vectors. -/
def firstTwo (M : Matrix (Fin 3) (Fin 3) ℝ) : Matrix (Fin 2) (Fin 2) ℝ :=
  M.submatrix Fin.castSucc Fin.castSucc

/-- In the basis of the first two vectors the second-order energy exists and equals `-1`. -/
theorem secondOrder_two (e : ℝ) :
    IsSecondOrderEnergy (firstTwo modelH0) (firstTwo modelV) e ↔ e = -1 := by
  have eH : firstTwo modelH0 = !![0, 0; 0, 1] := by
    ext i j
    fin_cases i <;> fin_cases j <;> rfl
  have eV : firstTwo modelV = !![0, 1; 1, 0] := by
    ext i j
    fin_cases i <;> fin_cases j <;> rfl
  have hH : ∀ x : Fin 2 → ℝ, firstTwo modelH0 *ᵥ x = ![0, x 1] := by
    intro x
    rw [eH]
    ext i
    fin_cases i <;> simp [Matrix.mulVec, dotProduct, Fin.sum_univ_two]
  have hV : ∀ x : Fin 2 → ℝ, firstTwo modelV *ᵥ x = ![x 1, x 0] := by
    intro x
    rw [eV]
    ext i
    fin_cases i <;> simp [Matrix.mulVec, dotProduct, Fin.sum_univ_two]
  have hq : ∀ x : Fin 2 → ℝ, x ⬝ᵥ (firstTwo modelH0 *ᵥ x) = x 0 * 0 + x 1 * x 1 := by
    intro x
    rw [hH]
    simp only [dotProduct, Fin.sum_univ_two] <;> rfl
  have hn : ∀ x : Fin 2 → ℝ, x ⬝ᵥ x = x 0 * x 0 + x 1 * x 1 := by
    intro x
    simp only [dotProduct, Fin.sum_univ_two]
  constructor
  · rintro ⟨E0, E1, ψ0, ψ1, ψ2, hne, hg, h0, h1, h2⟩
    rw [hH] at h0
    rw [hH, hV] at h1 h2
    have g := hg ![1, 0]
    rw [hq, hn] at g
    have g' : E0 * (1 * 1 + 0 * 0) ≤ 1 * 0 + 0 * 0 := g
    have a0 : 0 = E0 * ψ0 0 := congrFun h0 0
    have a1 : ψ0 1 = E0 * ψ0 1 := congrFun h0 1
    have b0 : 0 + ψ0 1 = E0 * ψ1 0 + E1 * ψ0 0 := congrFun h1 0
    have b1 : ψ1 1 + ψ0 0 = E0 * ψ1 1 + E1 * ψ0 1 := congrFun h1 1
    have c0 : 0 + ψ1 1 = E0 * ψ2 0 + E1 * ψ1 0 + e * ψ0 0 := congrFun h2 0
    -- order 0: the ground state lies along the first vector, with `E0 = 0`
    have hb' : (1 - E0) * ψ0 1 = 0 := by linear_combination a1
    have hb : ψ0 1 = 0 := (mul_eq_zero.mp hb').resolve_left (by intro h; linarith)
    have ha : ψ0 0 ≠ 0 := by
      intro h
      apply hne
      ext i
      fin_cases i
      exacts [h, hb]
    have hE0 : E0 = 0 := (mul_eq_zero.mp a0.symm).resolve_right ha
    subst hE0
    -- order 1 gives `E1 = 0`, order 2 fixes `E2`
    have hE1' : E1 * ψ0 0 = 0 := by linear_combination hb - b0
    have hE1 : E1 = 0 := (mul_eq_zero.mp hE1').resolve_right ha
    subst hE1
    have he : (e + 1) * ψ0 0 = 0 := by linear_combination b1 - c0
    have he' := (mul_eq_zero.mp he).resolve_right ha
    linarith
  · rintro rfl
    refine ⟨0, 0, ![1, 0], ![0, -1], ![0, 0], ?_, ?_, ?_, ?_, ?_⟩
    · intro h
      have h1 : (1 : ℝ) = 0 := congrFun h 0
      exact one_ne_zero h1
    · intro x
      rw [hq, hn]
      nlinarith [sq_nonneg (x 1)]
    · rw [hH]
      ext i
      fin_cases i <;> simp
    · rw [hH, hV]
      ext i
      fin_cases i <;> simp
    · rw [hH, hV]
      ext i
      fin_cases i <;> simp

/-- In the basis of all three vectors the second-order energy exists and equals `-1/4`. -/
theorem secondOrder_three (e : ℝ) :
    IsSecondOrderEnergy modelH0 modelV e ↔ e = -1 / 4 := by
  have hH : ∀ x : Fin 3 → ℝ, modelH0 *ᵥ x = ![x 2, x 1, x 0] := by
    intro x
    ext i
    fin_cases i <;>
      simp [modelH0, Matrix.mulVec, dotProduct, Fin.sum_univ_three, Matrix.vecHead,
        Matrix.vecTail]
  have hV : ∀ x : Fin 3 → ℝ, modelV *ᵥ x = ![x 1, x 0, 0] := by
    intro x
    ext i
    fin_cases i <;>
      simp [modelV, Matrix.mulVec, dotProduct, Fin.sum_univ_three, Matrix.vecHead,
        Matrix.vecTail]
  have hq : ∀ x : Fin 3 → ℝ,
      x ⬝ᵥ (modelH0 *ᵥ x) = x 0 * x 2 + x 1 * x 1 + x 2 * x 0 := by
    intro x
    rw [hH]
    simp only [dotProduct, Fin.sum_univ_three] <;> rfl
  have hn : ∀ x : Fin 3 → ℝ, x ⬝ᵥ x = x 0 * x 0 + x 1 * x 1 + x 2 * x 2 := by
    intro x
    simp only [dotProduct, Fin.sum_univ_three]
  constructor
  · rintro ⟨E0, E1, ψ0, ψ1, ψ2, hne, hg, h0, h1, h2⟩
    rw [hH] at h0
    rw [hH, hV] at h1 h2
    have g := hg ![1, 0, -1]
    rw [hq, hn] at g
    have g' : E0 * (1 * 1 + 0 * 0 + (-1) * (-1)) ≤ 1 * (-1) + 0 * 0 + (-1) * 1 := g
    have a0 : ψ0 2 = E0 * ψ0 0 := congrFun h0 0
    have a1 : ψ0 1 = E0 * ψ0 1 := congrFun h0 1
    have a2 : ψ0 0 = E0 * ψ0 2 := congrFun h0 2
    have b0 : ψ1 2 + ψ0 1 = E0 * ψ1 0 + E1 * ψ0 0 := congrFun h1 0
    have b1 : ψ1 1 + ψ0 0 = E0 * ψ1 1 + E1 * ψ0 1 := congrFun h1 1
    have b2 : ψ1 0 + 0 = E0 * ψ1 2 + E1 * ψ0 2 := congrFun h1 2
    have c0 : ψ2 2 + ψ1 1 = E0 * ψ2 0 + E1 * ψ1 0 + e * ψ0 0 := congrFun h2 0
    have c2 : ψ2 0 + 0 = E0 * ψ2 2 + E1 * ψ1 2 + e * ψ0 2 := congrFun h2 2
    -- order 0: the ground state lies along `(1, 0, -1)`, with `E0 = -1`
    have hb' : (1 - E0) * ψ0 1 = 0 := by linear_combination a1
    have hb : ψ0 1 = 0 := (mul_eq_zero.mp hb').resolve_left (by intro h; linarith)
    have ha : ψ0 0 ≠ 0 := by
      intro h
      have hc : ψ0 2 = 0 := by rw [a0, h, mul_zero]
      apply hne
      ext i
      fin_cases i
      exacts [h, hb, hc]
    have hE0' : (E0 + 1) * ((E0 - 1) * ψ0 0) = 0 := by linear_combination -a2 - E0 * a0
    have hE0'' : E0 + 1 = 0 :=
      (mul_eq_zero.mp hE0').resolve_right (mul_ne_zero (by intro h; linarith) ha)
    have hE0 : E0 = -1 := by linarith
    subst hE0
    -- order 1 gives `E1 = 0`, order 2 fixes `E2`
    have hE1' : E1 * ψ0 0 = 0 := by
      linear_combination (-1 / 2) * b0 + (1 / 2) * b2 + (1 / 2) * hb + (E1 / 2) * a0
    have hE1 : E1 = 0 := (mul_eq_zero.mp hE1').resolve_right ha
    subst hE1
    have he : (e + 1 / 4) * ψ0 0 = 0 := by
      linear_combination (-1 / 2) * c0 + (1 / 2) * c2 + (e / 2) * a0 + (1 / 4) * b1
    have he' := (mul_eq_zero.mp he).resolve_right ha
    linarith
  · rintro rfl
    refine ⟨-1, 0, ![1, 0, -1], ![0, -1 / 2, 0], ![1 / 4, 0, 0], ?_, ?_, ?_, ?_, ?_⟩
    · intro h
      have h1 : (1 : ℝ) = 0 := congrFun h 0
      exact one_ne_zero h1
    · intro x
      rw [hq, hn]
      nlinarith [sq_nonneg (x 0 + x 2), sq_nonneg (x 1)]
    · rw [hH]
      ext i
      fin_cases i <;> simp <;> norm_num
    · rw [hH, hV]
      ext i
      fin_cases i <;> simp <;> norm_num
    · rw [hH, hV]
      ext i
      fin_cases i <;> simp <;> norm_num

/-- For the model, the second-order energy on two vectors minus that on three vectors is
`-3/4`, and the two-vector value lies strictly below the three-vector value. -/
theorem secondOrder_counterpoise_neg {eSmall eLarge : ℝ}
    (hs : IsSecondOrderEnergy (firstTwo modelH0) (firstTwo modelV) eSmall)
    (hl : IsSecondOrderEnergy modelH0 modelV eLarge) :
    eSmall - eLarge = -3 / 4 ∧ eSmall < eLarge := by
  have h2 := (secondOrder_two eSmall).mp hs
  have h3 := (secondOrder_three eLarge).mp hl
  constructor <;> linarith

end

end BasisSetSuperposition
```

```lean
#print axioms BasisSetSuperposition.counterpoiseTerm_nonneg
#print axioms BasisSetSuperposition.interactionEnergy_le_corrected
#print axioms BasisSetSuperposition.counterpoiseTerm_pos
#print axioms BasisSetSuperposition.secondOrder_counterpoise_neg
```

```
'BasisSetSuperposition.counterpoiseTerm_nonneg' depends on axioms: [propext, Classical.choice, Quot.sound]
'BasisSetSuperposition.interactionEnergy_le_corrected' depends on axioms: [propext, Classical.choice, Quot.sound]
'BasisSetSuperposition.counterpoiseTerm_pos' depends on axioms: [propext, Classical.choice, Quot.sound]
'BasisSetSuperposition.secondOrder_counterpoise_neg' depends on axioms: [propext, Classical.choice, Quot.sound]
```

## What the theorems cover

`E` is a real or complex inner product space, `H` a linear map on it, and `U`, `W` are subspaces, so no orthonormal basis is required. `basisEnergy` is $E(U)$, and `hU : U ≠ ⊥` excludes an empty basis. `isLeast_basisEnergy` is the compactness step, and `basisEnergy_antitone` reuses the minimiser as a trial vector in `W`. Neither needs symmetry.

`interactionEnergy_le_corrected` sums over any finite set of fragments; `Etot` is an arbitrary number. `counterpoiseTerm_pos` is the strict case, with the small step $-tv$ taken in `inner_eq_zero_of_null`. Hartree–Fock is not covered in general, because the Slater determinants of several electrons need not form a subspace. Its global minimum still cannot rise when the orbital space grows, since every determinant of the smaller basis remains available.

`IsSecondOrderEnergy` requires the three equations to be solvable, with $\psi_0\ne0$ and $E_0$ a lower bound for $H_0$. Each equivalence, `secondOrder_two` and `secondOrder_three`, gives existence through explicit vectors and uniqueness through the component equations. `secondOrder_counterpoise_neg` subtracts the values. This is one matrix model, not a statement about the usual sign in molecules. It restricts one fixed $H_0$ to each basis, whereas in Møller–Plesset theory $H_0$ is built from the Hartree–Fock orbitals of each basis.

The usual sum over excited states gives the same two values of $E_2$.
